# The sharp bound on the high-energy weight of a finite spectrum with given mean and variance

A spectrum is represented here by two real functions on a finite index set, the levels $E_i$ and their weights $w_i$, with no Hamiltonian or state vector behind them. If the weights are nonnegative and sum to one, with mean energy $a$ and variance $s\ge 0$, then for any $t>0$ the greatest possible weight at energies at least $a+t$ is $s/(s+t^2)$.

```lean
import Mathlib

open Finset

namespace SharpSpectralTail

noncomputable section

variable {ι : Type*} [Fintype ι]

/-- Spectral weights on finitely many levels: nonnegative and summing to one. -/
structure IsSpectralWeight (w : ι → ℝ) : Prop where
  nonneg : ∀ i, 0 ≤ w i
  sum_one : ∑ i, w i = 1

/-- The mean energy of levels `E` with weights `w`. -/
def mean (w E : ι → ℝ) : ℝ := ∑ i, w i * E i

/-- The energy variance of levels `E` with weights `w`. -/
def variance (w E : ι → ℝ) : ℝ := ∑ i, w i * (E i - mean w E) ^ 2

/-- The total weight of the levels at energy `x` or above. -/
def tailWeight (w E : ι → ℝ) (x : ℝ) : ℝ := ∑ i, if x ≤ E i then w i else 0

/-- The energy variance is nonnegative. -/
theorem variance_nonneg {w : ι → ℝ} (hw : IsSpectralWeight w) (E : ι → ℝ) :
    0 ≤ variance w E :=
  Finset.sum_nonneg fun i _ => mul_nonneg (hw.nonneg i) (sq_nonneg _)

/-- The second moment about a point displaced by `u` below the mean is the variance
plus `u ^ 2`. -/
theorem shifted_second_moment {w : ι → ℝ} (hw : IsSpectralWeight w) (E : ι → ℝ) (u : ℝ) :
    ∑ i, w i * (E i - mean w E + u) ^ 2 = variance w E + u ^ 2 := by
  -- the first central moment vanishes
  have h1 : ∑ i, w i * (E i - mean w E) = 0 := by
    simp only [mul_sub, Finset.sum_sub_distrib, ← Finset.sum_mul, hw.sum_one, one_mul]
    exact sub_self (mean w E)
  calc ∑ i, w i * (E i - mean w E + u) ^ 2
      = ∑ i, (w i * (E i - mean w E) ^ 2 + 2 * u * (w i * (E i - mean w E))
          + u ^ 2 * w i) := Finset.sum_congr rfl fun i _ => by ring
    _ = variance w E + 2 * u * ∑ i, w i * (E i - mean w E) + u ^ 2 * ∑ i, w i := by
        simp only [Finset.sum_add_distrib, Finset.mul_sum, variance]
    _ = variance w E + u ^ 2 := by rw [h1, hw.sum_one]; ring

/-- A parabola with its minimum at `a - u` is nowhere below the step of height `(t + u) ^ 2` that
starts at `a + t`. -/
theorem step_le_parabola {x a t u : ℝ} (ht : 0 < t) (hu : 0 ≤ u) :
    (if a + t ≤ x then (t + u) ^ 2 else 0) ≤ (x - a + u) ^ 2 := by
  split_ifs with h
  · exact pow_le_pow_left₀ (by positivity) (by linarith) 2
  · exact sq_nonneg _

/-- The parabola touches the step exactly at the two energies `a + t` and `a - u`. -/
theorem step_eq_parabola_iff {x a t u : ℝ} (ht : 0 < t) (hu : 0 ≤ u) :
    (if a + t ≤ x then (t + u) ^ 2 else 0) = (x - a + u) ^ 2 ↔ x = a + t ∨ x = a - u := by
  split_ifs with h
  · constructor
    · intro e
      left
      have h2 : (x - a - t) * (x - a + t + 2 * u) = 0 := by linear_combination -e
      rcases mul_eq_zero.1 h2 with h3 | h3 <;> linarith
    · rintro (e | e)
      · rw [e]; ring
      · exfalso; linarith
  · constructor
    · intro e
      right
      have h2 : x - a + u = 0 := (pow_eq_zero_iff two_ne_zero).1 e.symm
      linarith
    · rintro (e | e)
      · exact absurd e.ge h
      · rw [e]; ring

/-- The weighted gap between parabola and step equals a prefactor times the difference
between `s / (s + t ^ 2)` and the tail weight, where `s` is the variance. -/
theorem tail_deficit {w : ι → ℝ} (hw : IsSpectralWeight w) (E : ι → ℝ) {t : ℝ} (ht : 0 < t) :
    ∑ i, w i * ((E i - mean w E + variance w E / t) ^ 2
        - if mean w E + t ≤ E i then (t + variance w E / t) ^ 2 else 0)
      = (t + variance w E / t) ^ 2 *
        (variance w E / (variance w E + t ^ 2) - tailWeight w E (mean w E + t)) := by
  have h1 : ∑ i, w i * (if mean w E + t ≤ E i then (t + variance w E / t) ^ 2 else 0)
      = (t + variance w E / t) ^ 2 * tailWeight w E (mean w E + t) := by
    rw [tailWeight, Finset.mul_sum]
    refine Finset.sum_congr rfl fun i _ => ?_
    split_ifs <;> ring
  -- the variance plus (s / t) ^ 2 is the step height times s / (s + t ^ 2)
  have key : ∀ s : ℝ, 0 ≤ s → s + (s / t) ^ 2 = (t + s / t) ^ 2 * (s / (s + t ^ 2)) := by
    intro s hs
    have h2 : s + t ^ 2 ≠ 0 := by positivity
    have h3 : t ≠ 0 := ht.ne'
    field_simp
    ring
  simp only [mul_sub, Finset.sum_sub_distrib]
  rw [shifted_second_moment hw, h1, key _ (variance_nonneg hw E)]

/-- The weight at energies at least `t` above the mean is at most `s / (s + t ^ 2)`,
where `s` is the variance. -/
theorem tailWeight_le {w : ι → ℝ} (hw : IsSpectralWeight w) (E : ι → ℝ) {t : ℝ} (ht : 0 < t) :
    tailWeight w E (mean w E + t) ≤ variance w E / (variance w E + t ^ 2) := by
  have hu : 0 ≤ variance w E / t := div_nonneg (variance_nonneg hw E) ht.le
  have hc : 0 < (t + variance w E / t) ^ 2 := by positivity
  have h0 : 0 ≤ (t + variance w E / t) ^ 2 *
      (variance w E / (variance w E + t ^ 2) - tailWeight w E (mean w E + t)) := by
    rw [← tail_deficit hw E ht]
    exact Finset.sum_nonneg fun i _ =>
      mul_nonneg (hw.nonneg i) (sub_nonneg.2 (step_le_parabola ht hu))
  exact sub_nonneg.1 ((mul_nonneg_iff_of_pos_left hc).1 h0)

/-- The tail bound is an equality exactly when every level of nonzero weight lies at `t`
above the mean or at `s / t` below it, where `s` is the variance. -/
theorem tailWeight_eq_iff {w : ι → ℝ} (hw : IsSpectralWeight w) (E : ι → ℝ) {t : ℝ}
    (ht : 0 < t) :
    tailWeight w E (mean w E + t) = variance w E / (variance w E + t ^ 2) ↔
      ∀ i, w i ≠ 0 → E i = mean w E + t ∨ E i = mean w E - variance w E / t := by
  have hu : 0 ≤ variance w E / t := div_nonneg (variance_nonneg hw E) ht.le
  have hc : 0 < (t + variance w E / t) ^ 2 := by positivity
  have hd := tail_deficit hw E ht
  constructor
  · intro h i hi
    -- a vanishing sum of nonnegative gaps vanishes level by level
    rw [h, sub_self, mul_zero] at hd
    have h2 := (Finset.sum_eq_zero_iff_of_nonneg (fun j _ =>
      mul_nonneg (hw.nonneg j) (sub_nonneg.2 (step_le_parabola ht hu)))).1 hd i
        (Finset.mem_univ i)
    have h3 := (mul_eq_zero.1 h2).resolve_left hi
    exact (step_eq_parabola_iff ht hu).1 (sub_eq_zero.1 h3).symm
  · intro h
    have hz := hd.symm.trans (Finset.sum_eq_zero (fun i _ => by
      by_cases hi : w i = 0
      · rw [hi, zero_mul]
      · rw [(step_eq_parabola_iff ht hu).2 (h i hi), sub_self, mul_zero]))
    exact (sub_eq_zero.1 ((mul_eq_zero.1 hz).resolve_left hc.ne')).symm

/-- Two levels, at `s / t` below and at `t` above the energy `a`. -/
def twoLevels (a s t : ℝ) : Fin 2 → ℝ := ![a - s / t, a + t]

/-- The weights `t ^ 2 / (s + t ^ 2)` and `s / (s + t ^ 2)` of the two levels. -/
def twoWeights (s t : ℝ) : Fin 2 → ℝ := ![t ^ 2 / (s + t ^ 2), s / (s + t ^ 2)]

/-- The two-level spectrum is normalised, has mean `a` and variance `s`, and carries the
weight `s / (s + t ^ 2)` at energies at least `a + t`. -/
theorem twoLevel_attains (a : ℝ) {s t : ℝ} (hs : 0 ≤ s) (ht : 0 < t) :
    IsSpectralWeight (twoWeights s t) ∧ mean (twoWeights s t) (twoLevels a s t) = a ∧
      variance (twoWeights s t) (twoLevels a s t) = s ∧
      tailWeight (twoWeights s t) (twoLevels a s t) (a + t) = s / (s + t ^ 2) := by
  have h2 : s + t ^ 2 ≠ 0 := by positivity
  have h3 : t ≠ 0 := ht.ne'
  have hm : mean (twoWeights s t) (twoLevels a s t) = a := by
    rw [mean, Fin.sum_univ_two]
    show t ^ 2 / (s + t ^ 2) * (a - s / t) + s / (s + t ^ 2) * (a + t) = a
    field_simp
    ring
  refine ⟨⟨?_, ?_⟩, hm, ?_, ?_⟩
  · intro i
    fin_cases i
    · show 0 ≤ t ^ 2 / (s + t ^ 2)
      positivity
    · show 0 ≤ s / (s + t ^ 2)
      positivity
  · rw [Fin.sum_univ_two]
    show t ^ 2 / (s + t ^ 2) + s / (s + t ^ 2) = 1
    rw [← add_div, add_comm (t ^ 2) s, div_self h2]
  · rw [variance, hm, Fin.sum_univ_two]
    show t ^ 2 / (s + t ^ 2) * (a - s / t - a) ^ 2 + s / (s + t ^ 2) * (a + t - a) ^ 2 = s
    rw [show a - s / t - a = -(s / t) by ring, show a + t - a = t by ring, neg_sq]
    field_simp
  · have hlt : ¬ (a + t ≤ a - s / t) := by
      have : 0 ≤ s / t := div_nonneg hs ht.le
      intro h
      linarith
    rw [tailWeight, Fin.sum_univ_two]
    show (if a + t ≤ a - s / t then t ^ 2 / (s + t ^ 2) else 0)
      + (if a + t ≤ a + t then s / (s + t ^ 2) else 0) = s / (s + t ^ 2)
    rw [if_neg hlt, if_pos le_rfl, zero_add]

/-- Among all finite spectra with mean `a` and variance `s`, the greatest possible weight
at energies at least `a + t` is `s / (s + t ^ 2)`. -/
theorem sharp_spectral_tail_bound (a : ℝ) {s t : ℝ} (hs : 0 ≤ s) (ht : 0 < t) :
    IsGreatest {p : ℝ | ∃ (n : ℕ) (w E : Fin n → ℝ), IsSpectralWeight w ∧ mean w E = a ∧
      variance w E = s ∧ tailWeight w E (a + t) = p} (s / (s + t ^ 2)) := by
  refine ⟨⟨2, twoWeights s t, twoLevels a s t, twoLevel_attains a hs ht⟩, ?_⟩
  rintro p ⟨n, w, E, hw, rfl, rfl, rfl⟩
  exact tailWeight_le hw E ht

/-- The weight at energies at least `t` below the mean obeys the same bound. -/
theorem lower_tail_le {w : ι → ℝ} (hw : IsSpectralWeight w) (E : ι → ℝ) {t : ℝ} (ht : 0 < t) :
    (∑ i, if E i ≤ mean w E - t then w i else 0)
      ≤ variance w E / (variance w E + t ^ 2) := by
  -- reflect the energy axis
  have hm : mean w (fun i => -E i) = -mean w E := by
    simp only [mean, mul_neg, Finset.sum_neg_distrib]
  have hv : variance w (fun i => -E i) = variance w E := by
    simp only [variance, hm]
    exact Finset.sum_congr rfl fun i _ => by ring
  have h := tailWeight_le hw (fun i => -E i) ht
  rw [hm, hv] at h
  refine le_trans (le_of_eq ?_) h
  unfold tailWeight
  refine Finset.sum_congr rfl fun i _ => ?_
  by_cases h1 : E i ≤ mean w E - t
  · have h2 : -mean w E + t ≤ -E i := by linarith
    rw [if_pos h1, if_pos h2]
  · have h2 : ¬ (-mean w E + t ≤ -E i) := fun h3 => h1 (by linarith)
    rw [if_neg h1, if_neg h2]

end

end SharpSpectralTail
```

```lean
#print axioms SharpSpectralTail.tailWeight_eq_iff
-- 'SharpSpectralTail.tailWeight_eq_iff' depends on axioms: [propext, Classical.choice, Quot.sound]
#print axioms SharpSpectralTail.sharp_spectral_tail_bound
-- 'SharpSpectralTail.sharp_spectral_tail_bound' depends on axioms: [propext, Classical.choice, Quot.sound]
#print axioms SharpSpectralTail.lower_tail_le
-- 'SharpSpectralTail.lower_tail_le' depends on axioms: [propext, Classical.choice, Quot.sound]
```

## Levels, weights and the greatest tail

The definitions are explicit finite sums:

$$a=\sum_i w_iE_i,\qquad s=\sum_i w_i(E_i-a)^2,\qquad P(x)=\sum_{i:\,E_i\ge x}w_i .$$

In the file these are `mean w E`, `variance w E` and `tailWeight w E x`. The structure `IsSpectralWeight w` records $w_i\ge0$ and $\sum_i w_i=1$. The levels need not be ordered or distinct, so degeneracies are allowed, and some weights may vanish. A level exactly at $x$ counts towards the tail. This convention matters for sharpness, because the extremal spectrum has its upper level exactly at $a+t$.

The main theorem, `sharp_spectral_tail_bound`, fixes real numbers $a$, $s\ge0$ and $t>0$. It considers the set of all values $P(a+t)$ obtained from spectra with any finite number `n` of levels, mean $a$ and variance $s$. `IsGreatest` says that $s/(s+t^2)$ belongs to this set and that no member exceeds it. The bound is therefore attained, and not merely approached.

For a normalised state $\psi$ and a Hamiltonian $H$ on a finite-dimensional space, one takes $w_i=|\langle i|\psi\rangle|^2$ in an orthonormal eigenbasis. Then $a=\langle H\rangle$ and $s=\langle H^2\rangle-\langle H\rangle^2$, and in this finite-dimensional setting the theorem limits the probability of measuring an energy at least $t$ above the mean, using only the first two moments. The same reading applies to the normalised local density of states of an orbital in a finite tight-binding model. The passage from $H$ and $\psi$ to levels and weights is an interpretation and does not appear in the file, which also leaves out continuous spectra.

The inequality is the finite, discrete case of Cantelli's inequality, which holds for every real random variable with finite variance.

## A parabola above a step

Choose $u\ge0$ and measure energies from the point $a-u$. Since $\sum_i w_i(E_i-a)=a-a=0$, expanding the square gives

$$\sum_i w_i(E_i-a+u)^2=s+2u\cdot0+u^2=s+u^2 .$$

This is `shifted_second_moment`. Its proof first establishes the vanishing central moment as `h1`, then expands each term and splits the sum.

Now compare the parabola $(x-a+u)^2$ with a step that is zero below $a+t$ and equals $(t+u)^2$ from there on. Below the step's edge the parabola is nonnegative because it is a square. For $x\ge a+t$ we have $x-a+u\ge t+u>0$, and squaring preserves the order. The parabola therefore never falls below the step, which is `step_le_parabola`; `split_ifs` separates the two cases.

Averaging this comparison over the spectrum gives

$$(t+u)^2P(a+t)\le s+u^2,\qquad\text{so}\qquad P(a+t)\le\frac{s+u^2}{(t+u)^2}.$$

The derivative of the right-hand side with respect to $u$ has the sign of $u(t+u)-(s+u^2)=ut-s$, so the minimum is at $u=s/t$. There

$$s+u^2=\frac{s(s+t^2)}{t^2},\qquad (t+u)^2=\frac{(s+t^2)^2}{t^2},$$

and the quotient is $s/(s+t^2)$.

The Lean proof inserts $u=s/t$ directly, without the minimisation. Its central lemma, `tail_deficit`, is an identity: with this $u$, the weighted sum of the gaps between parabola and step is

$$\Big(t+\frac st\Big)^2\left(\frac{s}{s+t^2}-P(a+t)\right).$$

Inside it, `h1` turns the averaged step into $(t+s/t)^2P(a+t)$, and `key` is the algebraic relation between the two expressions displayed above. In `tailWeight_le`, every weighted gap is nonnegative, hence so is the sum. The prefactor is positive, so the remaining bracket is nonnegative, and this is the bound.

## Which spectra reach the bound

The identity also settles equality. If $P(a+t)=s/(s+t^2)$, the sum of weighted gaps is zero. As no term is negative, each one vanishes, so every level with $w_i\ne0$ lies where the parabola touches the step.

There are two such points. On the upper side of the edge, the condition $(x-a+u)^2=(t+u)^2$ factorises as

$$(x-a-t)(x-a+t+2u)=0 .$$

The second factor is at least $2t+2u>0$, so $x=a+t$. Below the edge, $(x-a+u)^2=0$ gives $x=a-u$. This is `step_eq_parabola_iff`.

Conversely, if all populated levels lie at these two energies, all weighted gaps vanish and the bracket in the identity must be zero. Thus `tailWeight_eq_iff` states that equality holds exactly when every level of nonzero weight is at $a+t$ or $a-s/t$.

To construct such a spectrum, put weight $p$ at $a+t$ and $1-p$ at $a-s/t$. The mean is $a$ if $pt=(1-p)s/t$, which gives

$$p=\frac{s}{s+t^2},\qquad 1-p=\frac{t^2}{s+t^2}.$$

The variance is then

$$\frac{t^2}{s+t^2}\,\frac{s^2}{t^2}+\frac{s}{s+t^2}\,t^2=\frac{s(s+t^2)}{s+t^2}=s .$$

The lower level lies at or below $a$, hence strictly below $a+t$, and only the upper weight $p$ enters the tail. The functions `twoLevels` and `twoWeights` list the lower level at index 0 and the upper one at index 1. The theorem `twoLevel_attains` checks normalisation, mean, variance and tail weight by writing out the sums over `Fin 2`.

When $s=0$, the lower level sits at $a$ with weight one and the upper level is unpopulated. The bound is zero, as it should be for a state of sharp energy.

The main theorem combines the two halves. This two-level spectrum shows that the value is attained, and `tailWeight_le` shows that it is an upper bound for every finite spectrum with the prescribed mean and variance.

## The weight below the mean

Replacing every $E_i$ by $-E_i$ changes the mean to $-a$ and leaves the variance unchanged. The condition $E_i\le a-t$ becomes $-E_i\ge -a+t$, so the upper-tail bound applied to the reflected spectrum gives

$$\sum_{i:\,E_i\le a-t}w_i\le\frac{s}{s+t^2}.$$

This is `lower_tail_le`. The equalities `hm` and `hv` in its proof are the reflected mean and variance, and the final case distinction matches the two tail conditions level by level. For this tail the file states the inequality alone, without an accompanying theorem on attainment.
